# A discarded Gaussian pointer leaves a finite system in the non-selective Lüders state as the coupling grows

A measuring device shifts a pointer by an amount proportional to the measured eigenvalue, but the pointer starts with a real Gaussian wave function, uncorrelated with the system, and nobody reads it afterwards. Which coherences of a finite-dimensional system survive, and what remains when the coupling is made very strong?

In Lean 4 with Mathlib:

```lean
import Mathlib

open ProbabilityTheory MeasureTheory Filter Topology Matrix

namespace GaussianPointerMeasurement

noncomputable section

/-- The Gaussian pointer amplitude of width `s`, for `s > 0`. -/
def pointer (s x : ℝ) : ℝ :=
  (√(√(2 * Real.pi * s ^ 2)))⁻¹ * Real.exp (-x ^ 2 / (4 * s ^ 2))

/-- For `s ≠ 0` the squared pointer amplitude is the normal density with mean zero and variance `s ^
2`; for `s = 0` both sides are zero by convention. -/
theorem pointer_sq (s x : ℝ) :
    pointer s x ^ 2 = gaussianPDFReal 0 (s ^ 2).toNNReal x := by
  unfold pointer gaussianPDFReal
  rw [Real.coe_toNNReal _ (sq_nonneg s), mul_pow, inv_pow,
    Real.sq_sqrt (Real.sqrt_nonneg _), sub_zero, sq (Real.exp _), ← Real.exp_add]
  congr 2
  ring

/-- The pointer position has total probability one, mean zero and variance `s ^ 2`. -/
theorem pointer_moments {s : ℝ} (hs : 0 < s) :
    ∫ x, pointer s x ^ 2 = 1 ∧ ∫ x, x * pointer s x ^ 2 = 0 ∧
      ∫ x, x ^ 2 * pointer s x ^ 2 = s ^ 2 := by
  have hv : (s ^ 2).toNNReal ≠ 0 := (Real.toNNReal_pos.mpr (by positivity)).ne'
  refine ⟨?_, ?_, ?_⟩
  · simp_rw [pointer_sq]
    exact integral_gaussianPDFReal_eq_one 0 hv
  · have h := integral_id_gaussianReal (μ := 0) (v := (s ^ 2).toNNReal)
    rw [integral_gaussianReal_eq_integral_smul hv] at h
    refine Eq.trans (integral_congr_ae (.of_forall fun x => ?_)) h
    simp only [pointer_sq, smul_eq_mul, mul_comm]
  · have h := variance_fun_id_gaussianReal (μ := 0) (v := (s ^ 2).toNNReal)
    rw [variance_eq_integral measurable_id'.aemeasurable] at h
    simp only [integral_id_gaussianReal, sub_zero] at h
    rw [integral_gaussianReal_eq_integral_smul hv, Real.coe_toNNReal _ (sq_nonneg s)] at h
    refine Eq.trans (integral_congr_ae (.of_forall fun x => ?_)) h
    simp only [pointer_sq, smul_eq_mul, mul_comm]

/-- The overlap of two pointer amplitudes displaced by `u` and `v` is Gaussian in `u - v`. -/
theorem pointer_overlap {s : ℝ} (hs : 0 < s) (u v : ℝ) :
    ∫ x, pointer s (x - u) * pointer s (x - v) =
      Real.exp (-((u - v) ^ 2 / (8 * s ^ 2))) := by
  -- Complete the square around the midpoint of the two displacements.
  have key : ∀ x, pointer s (x - u) * pointer s (x - v) =
      Real.exp (-((u - v) ^ 2 / (8 * s ^ 2))) * pointer s (x - (u + v) / 2) ^ 2 := by
    intro x
    have h : Real.exp (-(x - u) ^ 2 / (4 * s ^ 2)) * Real.exp (-(x - v) ^ 2 / (4 * s ^ 2)) =
        Real.exp (-((u - v) ^ 2 / (8 * s ^ 2))) *
          Real.exp (-(x - (u + v) / 2) ^ 2 / (4 * s ^ 2)) ^ 2 := by
      rw [← Real.exp_add, sq (Real.exp _), ← Real.exp_add, ← Real.exp_add]
      congr 1
      field_simp
      ring
    unfold pointer
    linear_combination ((√(√(2 * Real.pi * s ^ 2)))⁻¹) ^ 2 * h
  simp_rw [key]
  rw [integral_const_mul, integral_sub_right_eq_self (fun x => pointer s x ^ 2),
    (pointer_moments hs).1, mul_one]

variable {n : Type*}

/-- The unnormalised system matrix belonging to the pointer reading `x`, after a coupling of
strength `g` has displaced the pointer by `g * a i` in the `i`-th eigenstate. -/
def readoutState (s g : ℝ) (a : n → ℝ) (R : Matrix n n ℂ) (x : ℝ) : Matrix n n ℂ :=
  Matrix.of fun i j => (pointer s (x - g * a i) : ℂ) * R i j * (pointer s (x - g * a j) : ℂ)

/-- The system matrix after the coupling when the pointer is discarded: the integral over all
pointer readings. -/
def reducedState (s g : ℝ) (a : n → ℝ) (R : Matrix n n ℂ) : Matrix n n ℂ :=
  Matrix.of fun i j => ∫ x, readoutState s g a R x i j

/-- Discarding the pointer multiplies each density-matrix entry by a Gaussian factor in the
difference of the two eigenvalues. -/
theorem reducedState_apply {s : ℝ} (hs : 0 < s) (g : ℝ) (a : n → ℝ) (R : Matrix n n ℂ)
    (i j : n) :
    reducedState s g a R i j =
      (Real.exp (-(g ^ 2 * (a i - a j) ^ 2 / (8 * s ^ 2))) : ℂ) * R i j := by
  have h : ∀ x, readoutState s g a R x i j =
      ((pointer s (x - g * a i) * pointer s (x - g * a j) : ℝ) : ℂ) * R i j := by
    intro x
    simp only [readoutState, Matrix.of_apply, Complex.ofReal_mul]
    ring
  have e : (g * a i - g * a j) ^ 2 = g ^ 2 * (a i - a j) ^ 2 := by ring
  simp only [reducedState, Matrix.of_apply, h]
  rw [integral_mul_const, integral_complex_ofReal, pointer_overlap hs, e]

variable [Fintype n] [DecidableEq n]

/-- The projection onto the eigenspace of the observable with eigenvalue `v`. -/
def eigenprojection (a : n → ℝ) (v : ℝ) : Matrix n n ℂ :=
  Matrix.diagonal fun i => if a i = v then 1 else 0

/-- The Lüders state: the sum of `P R P` over the eigenprojections `P` of the observable. -/
def luders (a : n → ℝ) (R : Matrix n n ℂ) : Matrix n n ℂ :=
  ∑ v ∈ Finset.univ.image a, eigenprojection a v * R * eigenprojection a v

/-- The Lüders state keeps the entries between equal eigenvalues and deletes all others. -/
theorem luders_apply (a : n → ℝ) (R : Matrix n n ℂ) (i j : n) :
    luders a R i j = if a i = a j then R i j else 0 := by
  simp only [luders, eigenprojection, Matrix.sum_apply, Matrix.mul_diagonal,
    Matrix.diagonal_mul]
  rw [Finset.sum_eq_single (a i)]
  · by_cases h : a i = a j
    · simp [h]
    · simp [h, Ne.symm h]
  · intro v _ hv
    simp [Ne.symm hv]
  · intro h
    exact absurd (Finset.mem_image_of_mem a (Finset.mem_univ i)) h

/-- In the limit of strong coupling the system state converges to the Lüders state. -/
theorem tendsto_luders {s : ℝ} (hs : 0 < s) (a : n → ℝ) (R : Matrix n n ℂ) :
    Tendsto (fun g => reducedState s g a R) atTop (𝓝 (luders a R)) := by
  refine tendsto_pi_nhds.mpr fun i => tendsto_pi_nhds.mpr fun j => ?_
  simp only [reducedState_apply hs, luders_apply]
  by_cases h : a i = a j
  · simp [h]
  · -- Between distinct eigenvalues the exponent diverges.
    have hd : a i - a j ≠ 0 := sub_ne_zero.mpr h
    have hc : 0 < (a i - a j) ^ 2 / (8 * s ^ 2) := by positivity
    have h1 : Tendsto (fun g : ℝ => g ^ 2 * ((a i - a j) ^ 2 / (8 * s ^ 2))) atTop atTop :=
      (tendsto_pow_atTop two_ne_zero).atTop_mul_const hc
    have h2 := (Complex.continuous_ofReal.tendsto 0).comp
      (Real.tendsto_exp_neg_atTop_nhds_zero.comp h1)
    have h3 := h2.mul_const (R i j)
    simpa only [Function.comp_def, h, if_false, Complex.ofReal_zero, zero_mul,
      mul_div_assoc] using h3

/-- At any nonzero coupling the measurement leaves the system state unchanged exactly when
the state commutes with the observable. -/
theorem reducedState_eq_self_iff {s g : ℝ} (hs : 0 < s) (hg : g ≠ 0) (a : n → ℝ)
    (R : Matrix n n ℂ) :
    reducedState s g a R = R ↔
      Matrix.diagonal (fun i => (a i : ℂ)) * R = R * Matrix.diagonal (fun i => (a i : ℂ)) := by
  constructor
  · intro h
    ext i j
    rw [Matrix.diagonal_mul, Matrix.mul_diagonal]
    by_cases ha : a i = a j
    · rw [ha, mul_comm]
    · -- A damping factor below one can only fix a vanishing entry.
      have hij := congrFun (congrFun h i) j
      rw [reducedState_apply hs] at hij
      have hd : a i - a j ≠ 0 := sub_ne_zero.mpr ha
      have hpos : 0 < g ^ 2 * (a i - a j) ^ 2 / (8 * s ^ 2) := by positivity
      have hlt : Real.exp (-(g ^ 2 * (a i - a j) ^ 2 / (8 * s ^ 2))) < 1 :=
        Real.exp_lt_one_iff.mpr (neg_lt_zero.mpr hpos)
      have hR : R i j = 0 := by
        by_contra hne
        have h1 := mul_right_cancel₀ hne (hij.trans (one_mul (R i j)).symm)
        exact hlt.ne (Complex.ofReal_injective (h1.trans Complex.ofReal_one.symm))
      rw [hR, mul_zero, zero_mul]
  · intro h
    ext i j
    have hij := congrFun (congrFun h i) j
    rw [Matrix.diagonal_mul, Matrix.mul_diagonal] at hij
    rw [reducedState_apply hs]
    by_cases ha : a i = a j
    · simp [ha]
    · have hd : (a i : ℂ) - (a j : ℂ) ≠ 0 :=
        sub_ne_zero.mpr fun e => ha (Complex.ofReal_injective e)
      have h0 : ((a i : ℂ) - (a j : ℂ)) * R i j = 0 := by linear_combination hij
      rw [(mul_eq_zero.mp h0).resolve_left hd, mul_zero]

end

end GaussianPointerMeasurement
```

```lean
#print axioms GaussianPointerMeasurement.tendsto_luders
-- 'GaussianPointerMeasurement.tendsto_luders' depends on axioms: [propext, Classical.choice, Quot.sound]
#print axioms GaussianPointerMeasurement.reducedState_eq_self_iff
-- 'GaussianPointerMeasurement.reducedState_eq_self_iff' depends on axioms: [propext, Classical.choice, Quot.sound]
```

The file answers with three statements, for pointer width s > 0. By `reducedState_apply`, a coupling of strength g replaces each entry R_ij by

exp(−g²(a_i − a_j)²/(8s²)) R_ij.

By `tendsto_luders`, the resulting matrix converges to ∑_v P_v R P_v as g → ∞, where P_v projects onto the eigenspace with eigenvalue v. By `reducedState_eq_self_iff`, for g ≠ 0 the matrix is unchanged exactly when R commutes with the observable.

The finite type `n` labels an orthonormal eigenbasis of the observable, `a` lists its real eigenvalues, possibly repeated, and `R` is any complex matrix, so density matrices are included. The function `pointer s` is the amplitude

G(x) = (2πs²)^(−1/4) exp(−x²/(4s²)),

where s is the standard deviation of the probability density G², not of G itself. For a pointer reading x, `readoutState` has the entries G(x − g a_i) R_ij G(x − g a_j). It is unnormalised: for a density matrix R, its trace is the probability density of that reading. Integrating over x, as `reducedState` does, discards the pointer.

The displacement g a_i is put into the definition and not derived from a Hamiltonian. It stands for a brief interaction that couples the observable to the pointer's momentum, with all other motion neglected meanwhile. The limit is the non-selective Lüders rule; the state conditional on one observed eigenvalue is not treated.

To derive the damping factor, start with the pointer's moments. The density ρ = G² is the normal density with mean 0 and variance s². Its integral is 1, its mean vanishes because xρ is odd, and xρ = −s²ρ′ gives ∫ x²ρ dx = s² ∫ ρ dx = s² by parts. In the file, `pointer_sq` identifies G² with Mathlib's normal density, and `pointer_moments` reads off the three integrals from known results.

Now displace two amplitudes by u and v, and let m = (u + v)/2. Completing the square gives

(x − u)² + (x − v)² = 2(x − m)² + (u − v)²/2.

Dividing by −4s² and exponentiating,

G(x − u) G(x − v) = exp(−(u − v)²/(8s²)) G(x − m)².

The last factor integrates to 1, since a translation does not change the integral. This is `pointer_overlap`: its step `key` is the displayed product, with `field_simp` and `ring` checking the exponents, and `integral_sub_right_eq_self` removes the translation. Setting u = g a_i and v = g a_j and taking the constant R_ij out of the integral gives `reducedState_apply`.

For the Lüders state, (P_v R P_v)_ij equals R_ij if a_i = v and a_j = v, and is zero otherwise. In the sum over distinct eigenvalues only v = a_i can contribute, and it does so only if a_j = a_i. The proof of `luders_apply` isolates this term with `Finset.sum_eq_single`.

The limit is then taken entry by entry. If a_i = a_j, the damping factor is 1 for every g. If a_i ≠ a_j, the exponent tends to −∞ and the factor to 0. The proof of `tendsto_luders` splits into these two cases.

For the unchanged states, let A be the diagonal matrix of eigenvalues. Then

(AR − RA)_ij = (a_i − a_j) R_ij,

so R commutes with A exactly when R_ij = 0 whenever a_i ≠ a_j. For g ≠ 0 the damping factor of such an entry is strictly below 1, so the entry is unchanged only if it is zero. The two directions of `reducedState_eq_self_iff` follow this argument.

The condition g ≠ 0 is needed here. Take eigenvalues 0 and 1 and let all four entries of R be 1/2. At g = 0 nothing changes, yet (AR − RA)_12 = −1/2, so R does not commute with A.

In this finite model with an instantaneous coupling, the projection rule for an unread quantum measurement appears as a limit of gradual dephasing: coherence between distinct eigenvalues is strongly suppressed, though not exactly zero, once g|a_i − a_j| is large compared with s, while coherence within a degenerate eigenspace is untouched at any coupling.
